# The thermal velocity autocorrelation of a finite classical harmonic system is a sum of cosines over its normal modes

A molecular dynamics run of a warm crystal yields the velocities of all atoms as functions of time. Multiply each velocity by its value at the start, add up over the atoms, average over many runs, and the result is a signal that oscillates in a complicated way. Its frequency spectrum is often read as a vibrational density of states. Does every mode really enter this signal with the same strength, and does it matter whether heavy and light atoms are weighted by their masses? For classical, purely harmonic motion with finitely many coordinates, both questions can be answered exactly.

## Coordinates, modes and thermal initial data

The index i runs over the Cartesian coordinates of all atoms, and m_i is the mass belonging to coordinate i. Displacements and velocities are mass-weighted: x_i and v_i are the ordinary ones multiplied by √m_i. The finite type `n` holds these indices, and the finite type `Ω` holds the members ω of the ensemble.

```lean
import Mathlib

open Matrix

namespace VelocityAutocorrelation

noncomputable section

variable {n Ω : Type*} [Fintype n] [DecidableEq n] [Fintype Ω]
```

Member ω has weight p_ω, and angle brackets denote the ensemble average, ⟨f⟩ = Σ_ω p_ω f_ω, which is `mean p f`.

```lean
/-- The average of `f` over a finite ensemble with weights `p`. -/
def mean (p f : Ω → ℝ) : ℝ := ∑ ω, p ω * f ω
```

The dynamical matrix D holds the second derivatives of the potential energy at equilibrium with respect to the mass-weighted displacements. It is real and symmetric. Its modes e_k are orthonormal, and the eigenvalue of mode k is w_k², where |w_k| is the angular frequency of the mode. The component e_ki is `e k i`. Writing the eigenvalue as a square excludes unstable modes but allows w_k = 0, as for a rigid translation.

```lean
/-- The symmetric dynamical matrix `D` has orthonormal modes `e k` with eigenvalues `(w k)²`. -/
structure IsNormalModes (D : Matrix n n ℝ) (e : n → n → ℝ) (w : n → ℝ) : Prop where
  symm : D.IsSymm
  ortho : ∀ k l, e k ⬝ᵥ e l = if k = l then 1 else 0
  eigen : ∀ k, D *ᵥ e k = (w k) ^ 2 • e k
```

A trajectory is a pair of functions x(t), v(t) with x′ = v and v′ = −D x at all times.

```lean
/-- Mass-weighted displacements `x` and velocities `v` obey Newton's equation `x'' = -D x`. -/
structure IsTrajectory (D : Matrix n n ℝ) (x v : ℝ → n → ℝ) : Prop where
  vel : ∀ t i, HasDerivAt (fun s => x s i) (v t i) t
  newton : ∀ t i, HasDerivAt (fun s => v s i) (-(D *ᵥ x t) i) t
```

In the initial data, the product of two different velocity components averages to zero, each velocity component has mean square T, and the product of any displacement component with any velocity component averages to zero. Here T stands for Boltzmann's constant times the temperature. These conditions are postulated. They hold in classical equilibrium, where the Boltzmann weight factorises into a kinetic and a potential part and equipartition fixes the kinetic one. Neither a Gaussian velocity distribution nor any particular distribution of displacements is required. The Boltzmann distribution itself is continuous, and the finite sum used here stands in for its integral; the derivation below relies only on the linearity of the average and on these second moments. For T > 0, runs in which the total momentum is set to zero do not satisfy the velocity condition exactly, because their velocity components are correlated.

```lean
/-- Initial data on a finite probability space: velocities have second moments `T` times the
identity, and every product of a displacement and a velocity component averages to zero. -/
structure IsThermal (p : Ω → ℝ) (x₀ v₀ : Ω → n → ℝ) (T : ℝ) : Prop where
  nonneg : ∀ ω, 0 ≤ p ω
  total : ∑ ω, p ω = 1
  vel : ∀ i j, mean p (fun ω => v₀ ω i * v₀ ω j) = if i = j then T else 0
  cross : ∀ i j, mean p (fun ω => x₀ ω i * v₀ ω j) = 0
```

## (a) A thermal ensemble made of random kicks

**Task.** For N ≥ 1 coordinates and T ≥ 0, choose a coordinate k and a sign at random, all 2N choices being equally likely. Kick the system along k with velocity ±√(N T), starting from a displacement c_k that may depend on k but not on the sign. Show that

⟨v_i v_j⟩ = T δ_ij and ⟨x_i v_j⟩ = 0.

**Solution.** The 2N weights 1/(2N) are non-negative and add up to 1. Each kick has a single non-zero component, so v_i v_j vanishes unless i = j = k. For i = j, the two signs of the kick along i contribute

2 · (1/(2N)) · N T = T.

In ⟨x_i v_j⟩ the two signs share a displacement and have opposite velocities, so they cancel.

In Lean, `Finset.sum_eq_single` keeps only the kick along i, and `hs` squares the root. The theorem shows that the thermal conditions can be met in every dimension N ≥ 1, with non-zero displacements.

```lean
/-- Kicks of either sign along a randomly chosen coordinate, with displacements `c` depending on
that coordinate, form a thermal ensemble. -/
theorem isThermal_witness [Nonempty n] (c : n → n → ℝ) {T : ℝ} (hT : 0 ≤ T) :
    IsThermal (fun _ : n × Bool => (2 * (Fintype.card n : ℝ))⁻¹) (fun ω => c ω.1)
      (fun ω i => if i = ω.1 then (if ω.2 then Real.sqrt (Fintype.card n * T)
        else -Real.sqrt (Fintype.card n * T)) else 0) T := by
  have hN : (2 * (Fintype.card n : ℝ)) ≠ 0 := by simp
  have hP := inv_mul_cancel₀ hN
  have hs := Real.mul_self_sqrt (mul_nonneg (Nat.cast_nonneg (α := ℝ) (Fintype.card n)) hT)
  refine ⟨fun _ => by positivity, ?_, fun i j => ?_, fun i j => ?_⟩
  · rw [Finset.sum_const, Finset.card_univ, Fintype.card_prod, Fintype.card_bool, nsmul_eq_mul]
    push_cast
    linear_combination hP
  · simp only [mean, Fintype.sum_prod_type, Fintype.sum_bool]
    rw [Finset.sum_eq_single i (fun k _ hk => by simp [Ne.symm hk]) (by simp)]
    by_cases h : i = j
    · subst h
      simp only [↓reduceIte, Bool.false_eq_true, neg_mul_neg, hs]
      linear_combination T * hP
    · simp [h, Ne.symm h]
  · simp only [mean, Fintype.sum_prod_type, Fintype.sum_bool]
    refine Finset.sum_eq_zero fun k _ => ?_
    by_cases h : j = k <;> simp [h]
```

## (b) Two coupled coordinates with frequencies 1 and 2

**Task.** Number the coordinates and modes 0 and 1, as Lean does. Let D have rows (73/25, −36/25) and (−36/25, 52/25), and let e_0 = (3/5, 4/5) and e_1 = (−4/5, 3/5). Show that these vectors are orthonormal and that

D e_0 = e_0 and D e_1 = 4 e_1.

**Solution.** Both vectors have squared length 9/25 + 16/25 = 1, and their product is −12/25 + 12/25 = 0. Multiplying out,

D e_0 = ((219 − 144)/125, (−108 + 208)/125) = (3/5, 4/5),

D e_1 = ((−292 − 108)/125, (144 + 156)/125) = (−16/5, 12/5).

The eigenvalues are 1² and 2². Lean goes through the same entries one by one with `fin_cases` and `norm_num`.

```lean
/-- An explicit dynamical matrix of two coupled coordinates has normal modes with frequencies
1 and 2. -/
theorem isNormalModes_witness :
    IsNormalModes !![73 / 25, -36 / 25; -36 / 25, 52 / 25]
      ![![3 / 5, 4 / 5], ![-4 / 5, 3 / 5]] ![1, 2] := by
  refine ⟨?_, fun k l => ?_, fun k => ?_⟩
  · ext i j
    fin_cases i <;> fin_cases j <;> simp
  · fin_cases k <;> fin_cases l <;> norm_num [dotProduct, Fin.sum_univ_succ]
  · ext i
    fin_cases k <;> fin_cases i <;> norm_num [Matrix.mulVec, dotProduct, Fin.sum_univ_succ]
```

## (c) Expanding a vector in the modes

**Task.** Show that for every vector y,

Σ_k e_ki (e_k · y) = y_i.

**Solution.** Let E be the matrix whose rows are the modes. Orthonormality says E Eᵀ = 1. Since E is square, Eᵀ E = 1 as well, which in components reads Σ_k e_ki e_kj = δ_ij. Therefore

Σ_k e_ki Σ_j e_kj y_j = Σ_j δ_ij y_j = y_i.

The three steps are `h`, `h'` and `hc` in the proof. The exchange of rows and columns is `mul_eq_one_comm`.

```lean
variable {D : Matrix n n ℝ} {e : n → n → ℝ} {w : n → ℝ} (hm : IsNormalModes D e w)

include hm

/-- Every vector is the sum of its components along the normal modes. -/
theorem mode_expansion (y : n → ℝ) (i : n) : ∑ k, e k i * (e k ⬝ᵥ y) = y i := by
  have h : Matrix.of e * (Matrix.of e)ᵀ = 1 := by
    ext k l
    rw [Matrix.one_apply, ← hm.ortho k l]
    rfl
  -- a square matrix with orthonormal rows has orthonormal columns
  have h' : (Matrix.of e)ᵀ * Matrix.of e = 1 := mul_eq_one_comm.mp h
  have hc : ∀ j, ∑ k, e k i * e k j = if i = j then 1 else 0 := fun j => by
    simpa [Matrix.mul_apply, Matrix.one_apply] using congrArg (fun M => M i j) h'
  simp only [dotProduct, Finset.mul_sum]
  rw [Finset.sum_comm]
  simp only [← mul_assoc, ← Finset.sum_mul, hc]
  simp
```

## (d) The velocity of a single mode

**Task.** Show that along any trajectory

e_k · v(t) = cos(w_k t) (e_k · v(0)) − w_k sin(w_k t) (e_k · x(0)).

**Solution.** Write q = e_k · x, u = e_k · v and w = w_k. Then q′ = u, and by the symmetry of D

u′ = −e_k · D x = −(D e_k) · x = −w² q.

Consider the two combinations

A = u cos(wt) + w q sin(wt),

B = u sin(wt) − w q cos(wt).

Their derivatives are

A′ = −w² q cos(wt) − w u sin(wt) + w u sin(wt) + w² q cos(wt) = 0,

B′ = −w² q sin(wt) + w u cos(wt) − w u cos(wt) + w² q sin(wt) = 0.

Hence A keeps its initial value u(0), and B keeps −w q(0). Since cos² + sin² = 1,

u(t) = A cos(wt) + B sin(wt) = u(0) cos(wt) − w q(0) sin(wt).

There is no division by w, so a mode with w = 0 is covered and keeps its velocity.

In the proof, `hq` and `hp` are the two equations of motion. `hA` and `hB` are the conservation laws, obtained from the vanishing derivatives, and the final `linear_combination` solves them for u(t).

```lean
/-- Along any trajectory the velocity of mode `k` is `cos (w k * t)` times its initial value minus
`w k * sin (w k * t)` times the initial displacement of the mode. -/
theorem modal_velocity {x v : ℝ → n → ℝ} (h : IsTrajectory D x v) (k : n) (t : ℝ) :
    e k ⬝ᵥ v t = Real.cos (w k * t) * (e k ⬝ᵥ v 0)
      - w k * Real.sin (w k * t) * (e k ⬝ᵥ x 0) := by
  have hq : ∀ s, HasDerivAt (fun s => e k ⬝ᵥ x s) (e k ⬝ᵥ v s) s := fun s => by
    simp only [dotProduct]
    exact HasDerivAt.fun_sum fun i _ => (h.vel s i).const_mul (e k i)
  have hp : ∀ s, HasDerivAt (fun s => e k ⬝ᵥ v s) (-(w k) ^ 2 * (e k ⬝ᵥ x s)) s := fun s => by
    have hD : e k ⬝ᵥ (D *ᵥ x s) = (w k) ^ 2 * (e k ⬝ᵥ x s) := by
      rw [Matrix.dotProduct_mulVec, ← Matrix.mulVec_transpose, hm.symm.eq, hm.eigen,
        smul_dotProduct, smul_eq_mul]
    rw [neg_mul, ← hD]
    simp only [dotProduct, ← Finset.sum_neg_distrib, ← mul_neg]
    exact HasDerivAt.fun_sum fun i _ => (h.newton s i).const_mul (e k i)
  have hc : ∀ s, HasDerivAt (fun s => Real.cos (w k * s)) (-Real.sin (w k * s) * w k) s :=
    fun s => by simpa using ((hasDerivAt_id s).const_mul (w k)).cos
  have hs : ∀ s, HasDerivAt (fun s => Real.sin (w k * s)) (Real.cos (w k * s) * w k) s :=
    fun s => by simpa using ((hasDerivAt_id s).const_mul (w k)).sin
  -- two combinations of modal position and velocity are conserved
  have A := fun s => (((hp s).fun_mul (hc s)).fun_add
    (((hq s).fun_mul (hs s)).const_mul (w k))).congr_deriv (g' := 0) (by ring)
  have B := fun s => (((hp s).fun_mul (hs s)).fun_sub
    (((hq s).fun_mul (hc s)).const_mul (w k))).congr_deriv (g' := 0) (by ring)
  have hA := is_const_of_deriv_eq_zero (fun s => (A s).differentiableAt) (fun s => (A s).deriv) t 0
  have hB := is_const_of_deriv_eq_zero (fun s => (B s).differentiableAt) (fun s => (B s).deriv) t 0
  simp only [mul_zero, Real.cos_zero, Real.sin_zero, mul_one, add_zero] at hA hB
  linear_combination Real.cos (w k * t) * hA + Real.sin (w k * t) * hB
    - (e k ⬝ᵥ v t) * Real.sin_sq_add_cos_sq (w k * t)
```

## (e) Correlating two coordinates

**Task.** Let every member of a thermal ensemble follow a trajectory. Show that

⟨v_i(t) v_j(0)⟩ = T Σ_k e_ki e_kj cos(w_k t).

**Solution.** Expand v(t) by (c), insert (d), multiply by v_j(0) and average:

⟨v_i(t) v_j(0)⟩ = Σ_k e_ki [cos(w_k t) ⟨(e_k · v(0)) v_j(0)⟩ − w_k sin(w_k t) ⟨(e_k · x(0)) v_j(0)⟩].

The first average is Σ_l e_kl T δ_lj = T e_kj. The second is a sum of displacement–velocity correlations, all of which vanish.

The hypotheses `hm`, `hT` and `hx` supply the modes, the thermal initial data and the trajectories. The existence of a trajectory for given initial data belongs to the standard theory of linear differential equations and is taken as given here. The average runs over the ensemble, with the second velocity always taken at time 0; it is not a time average along one run.

In the proof, `hvt` combines (c) and (d), `step` is the displayed average, and `hv` and `hxv` evaluate its two parts.

```lean
variable {p : Ω → ℝ} {x v : Ω → ℝ → n → ℝ} {T : ℝ}
  (hT : IsThermal p (fun ω => x ω 0) (fun ω => v ω 0) T)
  (hx : ∀ ω, IsTrajectory D (x ω) (v ω))

include hT hx

/-- The thermal velocity correlation of coordinates `i` and `j` is `T` times the sum over modes of
`e k i * e k j * cos (w k * t)`. -/
theorem velocity_correlation (t : ℝ) (i j : n) :
    mean p (fun ω => v ω t i * v ω 0 j) = T * ∑ k, e k i * e k j * Real.cos (w k * t) := by
  have hvel : ∀ i j, mean p (fun ω => v ω 0 i * v ω 0 j) = if i = j then T else 0 := hT.vel
  have hcross : ∀ i j, mean p (fun ω => x ω 0 i * v ω 0 j) = 0 := hT.cross
  have hlin : ∀ (a : n → ℝ) (y : Ω → n → ℝ), mean p (fun ω => (a ⬝ᵥ y ω) * v ω 0 j)
      = ∑ l, a l * mean p (fun ω => y ω l * v ω 0 j) := fun a y => by
    simp only [mean, dotProduct, Finset.sum_mul, Finset.mul_sum]
    rw [Finset.sum_comm]
    exact Finset.sum_congr rfl fun l _ => Finset.sum_congr rfl fun ω _ => by ring
  have hvt : ∀ ω, v ω t i = ∑ k, e k i * (Real.cos (w k * t) * (e k ⬝ᵥ v ω 0)
      - w k * Real.sin (w k * t) * (e k ⬝ᵥ x ω 0)) := fun ω =>
    (mode_expansion hm (v ω t) i).symm.trans
      (Finset.sum_congr rfl fun k _ => by rw [modal_velocity hm (hx ω) k t])
  -- average mode by mode
  have step : mean p (fun ω => v ω t i * v ω 0 j) = ∑ k, e k i *
      (Real.cos (w k * t) * mean p (fun ω => (e k ⬝ᵥ v ω 0) * v ω 0 j)
      - w k * Real.sin (w k * t) * mean p (fun ω => (e k ⬝ᵥ x ω 0) * v ω 0 j)) := by
    simp only [mean, hvt, Finset.sum_mul, Finset.mul_sum, ← Finset.sum_sub_distrib]
    rw [Finset.sum_comm]
    exact Finset.sum_congr rfl fun k _ => Finset.sum_congr rfl fun ω _ => by ring
  rw [step, Finset.mul_sum]
  refine Finset.sum_congr rfl fun k _ => ?_
  have hv : mean p (fun ω => (e k ⬝ᵥ v ω 0) * v ω 0 j) = T * e k j := by
    rw [hlin (e k) (fun ω => v ω 0)]
    simp [hvel, mul_comm]
  have hxv : mean p (fun ω => (e k ⬝ᵥ x ω 0) * v ω 0 j) = 0 := by
    rw [hlin (e k) (fun ω => x ω 0)]
    simp [hcross]
  rw [hv, hxv]
  ring
```

## (f) Adding up the mass-weighted coordinates

**Task.** Show that

Σ_i ⟨v_i(t) v_i(0)⟩ = T Σ_k cos(w_k t).

**Solution.** Set j = i in (e), sum over i and exchange the two sums. Mode k then carries the factor Σ_i e_ki², which is 1 because the modes are normalised. This factor is `h1` in the proof.

So each mode of this finite harmonic model enters with the same strength T, whatever its frequency and shape. With all w_k ≥ 0, the right-hand side is T times the cosine transform of a density of states with one unit peak per mode. This justifies reading a vibrational density of states off the mass-weighted velocities in a simulation, to the extent that the motion is classical and harmonic and the initial data are thermal.

```lean
/-- The total mass-weighted velocity autocorrelation is `T` times the sum of `cos (w k * t)` over
all modes. -/
theorem total_autocorrelation (t : ℝ) :
    ∑ i, mean p (fun ω => v ω t i * v ω 0 i) = T * ∑ k, Real.cos (w k * t) := by
  rw [Finset.sum_congr rfl fun i _ => velocity_correlation hm hT hx t i i,
    ← Finset.mul_sum, Finset.sum_comm]
  congr 1
  refine Finset.sum_congr rfl fun k _ => ?_
  have h1 : ∑ i, e k i * e k i = 1 := by simpa [dotProduct] using hm.ortho k k
  rw [← Finset.sum_mul, h1, one_mul]
```

## (g) Leaving out the masses

**Task.** The ordinary velocities are v_i/√m_i, with all m_i > 0. Show that

Σ_i ⟨(v_i(t)/√m_i) (v_i(0)/√m_i)⟩ = T Σ_k (Σ_i e_ki²/m_i) cos(w_k t).

**Solution.** The two square roots multiply to m_i, so by (e) the term for coordinate i is

(T/m_i) Σ_k e_ki² cos(w_k t).

Summing over i and exchanging the sums gives the claim. If all masses equal m, each mode has weight 1/m and the spectrum is only rescaled. With unequal masses, modes that live mainly on light atoms are emphasised.

The statement `h` in the proof is the formula for a single coordinate, and `Finset.sum_comm` exchanges the sums.

```lean
/-- For the unweighted velocities `v i / √(m i)`, mode `k` enters the total autocorrelation with
the weight `∑ i, (e k i)² / m i`. -/
theorem unweighted_autocorrelation {m : n → ℝ} (hmass : ∀ i, 0 < m i) (t : ℝ) :
    ∑ i, mean p (fun ω => v ω t i / Real.sqrt (m i) * (v ω 0 i / Real.sqrt (m i)))
      = T * ∑ k, (∑ i, (e k i) ^ 2 / m i) * Real.cos (w k * t) := by
  have h : ∀ i, mean p (fun ω => v ω t i / Real.sqrt (m i) * (v ω 0 i / Real.sqrt (m i)))
      = (T * ∑ k, e k i * e k i * Real.cos (w k * t)) / m i := fun i => by
    rw [← velocity_correlation hm hT hx t i i]
    simp only [mean, Finset.sum_div]
    refine Finset.sum_congr rfl fun ω _ => ?_
    rw [div_mul_div_comm, Real.mul_self_sqrt (hmass i).le]
    ring
  simp only [h, Finset.mul_sum, Finset.sum_div, Finset.sum_mul]
  rw [Finset.sum_comm]
  exact Finset.sum_congr rfl fun k _ => Finset.sum_congr rfl fun i _ => by ring

end

end VelocityAutocorrelation
```

```lean
#print axioms VelocityAutocorrelation.total_autocorrelation
-- 'VelocityAutocorrelation.total_autocorrelation' depends on axioms: [propext, Classical.choice, Quot.sound]
#print axioms VelocityAutocorrelation.unweighted_autocorrelation
-- 'VelocityAutocorrelation.unweighted_autocorrelation' depends on axioms: [propext, Classical.choice, Quot.sound]
```

## The two-coordinate system with masses 1 and 4

Take the matrix of (b) with m_0 = 1 and m_1 = 4. The weights of the two modes in the unweighted sum are

mode 0: 9/25 + (16/25)/4 = 0.52,

mode 1: 16/25 + (9/25)/4 = 0.73.

At t = π the cosines are cos π = −1 and cos 2π = 1. The mass-weighted autocorrelation is therefore T(−1 + 1) = 0, while the unweighted one is T(−0.52 + 0.73) = 0.21 T.

The individual coordinates agree with this. By (e), coordinate 0 contributes T(−9/25 + 16/25) = 0.28 T and coordinate 1 contributes T(−16/25 + 9/25) = −0.28 T. These cancel when mass-weighted; dividing the second by 4 leaves 0.28 T − 0.07 T = 0.21 T.
